# Principal minors of \(\sum_k p_k v_k v_k^*\) as Bernoulli averages over projection kernels

To draw site occupations from a Gaussian (quasi-free) fermion state without pairing, such as the grand-canonical state of non-interacting fermions (a canonical state at fixed particle number is in general not of this kind), on finitely many sites carrying one fermionic mode each, with fractional occupations \(p_k\) of orthonormal orbitals \(v_k\), one can toss an independent coin with bias \(p_k\) for each mode \(k\), fill the set \(J\) of selected orbitals, and sample that Slater determinant. By Wick's theorem, the probability that all sites of a set \(A\) are occupied is the minor on \(A\) of the one-body kernel, so the step rests on an identity between minors. The file proves this identity as matrix algebra, while Fock space, Wick's theorem and the reading of minors as probabilities are background that it never states.

## Orbitals, kernels and weights

Modes \(k\) run over a finite type `ι`, sites \(i\) over a finite type `n`.

In Lean 4 with Mathlib:

```lean
import Mathlib

open Matrix Finset

namespace ProjectionMixture

noncomputable section

variable {ι n : Type*} [Fintype ι] [DecidableEq ι] [Fintype n] [DecidableEq n]
```

The amplitude \(v_k(i)\) is `v k i`, and `star` is complex conjugation. Orthonormality, \(\sum_i \overline{v_k(i)}\,v_l(i)=\delta_{kl}\), is assumed, so the spectral form of the kernel is an input. The orbitals need not span the site space.

```lean
/-- The orbitals `v k` are orthonormal: `⟨v k, v l⟩ = δ_{kl}`. -/
def IsOrthonormalFamily (v : ι → n → ℂ) : Prop :=
  ∀ k l, star (v k) ⬝ᵥ v l = if k = l then 1 else 0
```

The kernel is \(K_{ij}=\sum_k p_k\,v_k(i)\overline{v_k(j)}\) with real \(p_k\). Since `vecMulVec` forms the outer product without conjugation, `star` is written explicitly.

```lean
/-- The kernel `K = ∑ₖ pₖ vₖ vₖ*` built from orbitals `v` and occupations `p`. -/
def kernel (p : ι → ℝ) (v : ι → n → ℂ) : Matrix n n ℂ :=
  ∑ k, (p k : ℂ) • vecMulVec (v k) (star (v k))
```

Filling exactly the modes in \(J\) gives \(P_J=\sum_{k\in J}v_kv_k^*\).

```lean
/-- The kernel `P_J = ∑_{k ∈ J} vₖ vₖ*` of the set `J` of orbitals. -/
def proj (v : ι → n → ℂ) (J : Finset ι) : Matrix n n ℂ :=
  ∑ k ∈ J, vecMulVec (v k) (star (v k))
```

Independent coins give \(J\) the weight \(\pi(J)=\prod_{k\in J}p_k\prod_{k\notin J}(1-p_k)\).

```lean
/-- The Bernoulli weight of the set `J`: a factor `pₖ` for each orbital in `J`
and a factor `1 - pₖ` for each orbital outside `J`. -/
def weight (p : ι → ℝ) (J : Finset ι) : ℝ :=
  (∏ k ∈ J, p k) * ∏ k ∈ Jᶜ, (1 - p k)
```

For a finite site set \(A\), the matrix \(K_A\) keeps the rows and columns in \(A\).

```lean
/-- The principal submatrix `K_A` of a kernel on the site set `A`. -/
def restrict (K : Matrix n n ℂ) (A : Finset n) : Matrix A A ℂ :=
  K.submatrix Subtype.val Subtype.val
```

## The determinant is affine in one rank-one term

Let \(M\) be any square matrix over a commutative ring, singular or not, \(u,w,x\) vectors and \(t\) a scalar. Eliminating the unit corner of a bordered matrix gives
\[
\det\begin{pmatrix} M & -u\\ x^{T} & 1\end{pmatrix}=\det(M+ux^{T}),
\]
which is `hb`, by `det_fromBlocks_one₂₂`. Put \(x=tw\) and split the last row as \((tw^T,1)=(1-t)(0,1)+t(w^T,1)\), which is `h2`. Linearity in that row (`det_updateRow_add`, `det_updateRow_smul`) and the bordered formula at \(x=0\) and \(x=w\) yield
\[
\det(M+t\,uw^{T})=(1-t)\det M+t\det(M+uw^{T}).
\]

```lean
/-- The determinant is affine in the strength `t` of a rank-one perturbation `u wᵀ`. -/
theorem det_add_smul_rank_one {R : Type*} [CommRing R] (M : Matrix n n R) (u w : n → R)
    (t : R) :
    det (M + t • vecMulVec u w) = (1 - t) * det M + t * det (M + vecMulVec u w) := by
  -- the determinant of `M + u xᵀ` is that of a bordered matrix with last row `(x, 1)`
  have hb : ∀ x : n → R, det (M + vecMulVec u x) =
      det ((fromBlocks M (Matrix.of fun i (_ : Unit) => -u i) (0 : Matrix Unit n R)
        (1 : Matrix Unit Unit R)).updateRow (Sum.inr ()) (Sum.elim x fun _ => 1)) := by
    intro x
    have h : (fromBlocks M (Matrix.of fun i (_ : Unit) => -u i) (0 : Matrix Unit n R)
        (1 : Matrix Unit Unit R)).updateRow (Sum.inr ()) (Sum.elim x fun _ => 1) =
        fromBlocks M (Matrix.of fun i (_ : Unit) => -u i)
          (Matrix.of fun (_ : Unit) j => x j) 1 := by
      ext (i | ⟨⟩) (j | ⟨⟩) <;> simp [updateRow_apply]
    rw [h, det_fromBlocks_one₂₂]
    congr 1
    ext i j
    simp [vecMulVec_apply, Matrix.mul_apply]
  have h1 : t • vecMulVec u w = vecMulVec u (t • w) := by
    ext i j
    simp only [Matrix.smul_apply, vecMulVec_apply, Pi.smul_apply, smul_eq_mul]
    ring
  have h0 : det M = det (M + vecMulVec u 0) := by
    congr 1
    ext i j
    simp
  -- linearity in the last row
  have h2 : (Sum.elim (t • w) fun _ : Unit => (1 : R)) =
      (1 - t) • (Sum.elim (0 : n → R) fun _ : Unit => (1 : R)) +
        t • (Sum.elim w fun _ : Unit => (1 : R)) := by
    ext (i | i) <;> simp
  rw [h1, h0, hb, hb, hb, h2, det_updateRow_add, det_updateRow_smul, det_updateRow_smul]
```

## One term at a time

For a finite index set \(s\), ring elements \(p_k\) and vectors \(u_k,w_k\), let \(D_s(M)=\det(M+\sum_{k\in s}p_ku_kw_k^T)\). The claim is
\[
D_s(M)=\sum_{J\subseteq s}\ \prod_{k\in J}p_k\prod_{k\in s\setminus J}(1-p_k)\ \det\Big(M+\sum_{k\in J}u_kw_k^T\Big).
\]
For empty \(s\) both sides are \(\det M\). For \(a\notin s\), the affine formula with \(t=p_a\) gives
\[
D_{s\cup\{a\}}(M)=(1-p_a)\,D_s(M)+p_a\,D_s(M+u_aw_a^T).
\]
The induction hypothesis is needed at two different matrices, hence `generalizing M`. The subsets of \(s\cup\{a\}\) are \(J\) and \(J\cup\{a\}\) with \(J\subseteq s\) (`Finset.sum_powerset_insert`). The first kind absorbs the factor \(1-p_a\) into the product over absent indices, the second absorbs \(p_a\) into the product over present ones; these are the two branches after `congr 1`.

```lean
/-- A determinant with rank-one terms of strengths `pₖ` is the sum over subsets `J`, with
product weights, of determinants in which the terms in `J` have strength one and the
others are absent. -/
theorem det_add_sum_rank_one {R κ : Type*} [CommRing R] [DecidableEq κ] (s : Finset κ)
    (p : κ → R) (u w : κ → n → R) (M : Matrix n n R) :
    det (M + ∑ k ∈ s, p k • vecMulVec (u k) (w k)) =
      ∑ J ∈ s.powerset, ((∏ k ∈ J, p k) * ∏ k ∈ s \ J, (1 - p k)) *
        det (M + ∑ k ∈ J, vecMulVec (u k) (w k)) := by
  induction s using Finset.induction_on generalizing M with
  | empty => simp
  | insert a s ha ih =>
    -- split on whether the new term `a` is absent or present
    rw [Finset.sum_insert ha, Finset.sum_powerset_insert ha,
      add_comm (p a • vecMulVec (u a) (w a)), ← add_assoc, det_add_smul_rank_one,
      add_right_comm M _ (vecMulVec (u a) (w a)), ih, ih, Finset.mul_sum, Finset.mul_sum]
    congr 1
    · refine Finset.sum_congr rfl fun J hJ => ?_
      have haJ : a ∉ J := fun h => ha (Finset.mem_powerset.mp hJ h)
      have h1 : insert a s \ J = insert a (s \ J) := by
        ext x
        by_cases hx : x = a <;> simp [hx, haJ, ha]
      have h2 : a ∉ s \ J := fun h => ha (Finset.mem_sdiff.mp h).1
      rw [h1, Finset.prod_insert h2]
      ring
    · refine Finset.sum_congr rfl fun J hJ => ?_
      have haJ : a ∉ J := fun h => ha (Finset.mem_powerset.mp hJ h)
      have h1 : insert a s \ insert a J = s \ J := by
        ext x
        by_cases hx : x = a <;> simp [hx, haJ, ha]
      rw [h1, Finset.prod_insert haJ, Finset.sum_insert haJ, ← add_assoc]
      ring
```

## Restriction to a site set

For complex \(z\) and \(i,j\in A\), set \(u_k(i)=z\,v_k(i)\) and \(w_k(j)=\overline{v_k(j)}\). Then \(zK_A=\sum_kp_ku_kw_k^T\) (`hK`) and \(z(P_J)_A=\sum_{k\in J}u_kw_k^T\) (`hP`). Taking \(s\) to be all modes gives, for any matrix \(M\) on \(A\),
\[
\det(M+zK_A)=\sum_J \pi(J)\det\big(M+z(P_J)_A\big).
\]
Neither orthonormality nor a bound on \(p_k\) enters, and only \(A\), not the whole site type, is required to be finite.

```lean
omit [Fintype n] in
/-- For any orbitals, occupations, matrix `M` on `A` and complex `z`, the determinant
`det (M + z K_A)` is the weighted sum over `J` of `det (M + z (P_J)_A)`. -/
theorem det_shifted_kernel (p : ι → ℝ) (v : ι → n → ℂ) (A : Finset n)
    (M : Matrix A A ℂ) (z : ℂ) :
    det (M + z • restrict (kernel p v) A) =
      ∑ J, (weight p J : ℂ) * det (M + z • restrict (proj v J) A) := by
  have hK : z • restrict (kernel p v) A = ∑ k, (p k : ℂ) •
      vecMulVec (fun i : A => z * v k i) (fun i : A => star (v k i)) := by
    ext i j
    simp only [restrict, kernel, Matrix.smul_apply, submatrix_apply, Matrix.sum_apply,
      vecMulVec_apply, Pi.star_apply, smul_eq_mul, Finset.mul_sum]
    exact Finset.sum_congr rfl fun k _ => by ring
  have hP : ∀ J, z • restrict (proj v J) A = ∑ k ∈ J,
      vecMulVec (fun i : A => z * v k i) (fun i : A => star (v k i)) := by
    intro J
    ext i j
    simp only [restrict, proj, Matrix.smul_apply, submatrix_apply, Matrix.sum_apply,
      vecMulVec_apply, Pi.star_apply, smul_eq_mul, Finset.mul_sum]
    exact Finset.sum_congr rfl fun k _ => by ring
  rw [hK, det_add_sum_rank_one, Finset.powerset_univ]
  refine Finset.sum_congr rfl fun J _ => ?_
  rw [hP, weight, Finset.compl_eq_univ_sdiff]
  push_cast
  rfl
```

## The weights are probabilities

The condition \(0\le p_k\le1\) is the exclusion principle for the mean occupation of a mode; Fermi–Dirac factors satisfy it. Every factor of \(\pi(J)\) is then nonnegative. Multiplying out with `Finset.prod_add`,
\[
1=\prod_k\big(p_k+(1-p_k)\big)=\sum_J \pi(J).
\]

```lean
/-- For occupations in `[0, 1]` the weights are nonnegative and sum to one. -/
theorem weight_isProbability (p : ι → ℝ) (hp : ∀ k, 0 ≤ p k ∧ p k ≤ 1) :
    (∀ J, 0 ≤ weight p J) ∧ ∑ J, weight p J = 1 := by
  constructor
  · intro J
    exact mul_nonneg (Finset.prod_nonneg fun k _ => (hp k).1)
      (Finset.prod_nonneg fun k _ => sub_nonneg.mpr (hp k).2)
  · -- expand the product of `p + (1 - p)`
    have h := Finset.prod_add p (fun k => 1 - p k) Finset.univ
    rw [Finset.powerset_univ] at h
    simp only [weight, Finset.compl_eq_univ_sdiff]
    rw [← h]
    simp
```

## Orthonormal orbitals give projections

Each \(v_kv_k^*\) is Hermitian, so \(P_J^*=P_J\). The rule \((ab^T)(cd^T)=(b\cdot c)\,ad^T\) for vectors \(a,b,c,d\), followed by orthonormality, gives
\[
P_J^2=\sum_{k,l\in J}(v_k^*v_l)\,v_kv_l^*=\sum_{k\in J}v_kv_k^*=P_J .
\]
Finally \(\operatorname{tr}v_kv_k^*=v_k^*v_k=1\), so \(\operatorname{tr}P_J=|J|\), the particle number of the Slater determinant.

```lean
omit [Fintype ι] [DecidableEq n] in
/-- For orthonormal orbitals `P_J` is Hermitian and idempotent, with trace `|J|`. -/
theorem proj_isProjection (v : ι → n → ℂ) (hv : IsOrthonormalFamily v) (J : Finset ι) :
    (proj v J)ᴴ = proj v J ∧ proj v J * proj v J = proj v J ∧
      trace (proj v J) = J.card := by
  have hv' : ∀ k l, star (v k) ⬝ᵥ v l = if k = l then 1 else 0 := hv
  refine ⟨?_, ?_, ?_⟩
  · ext i j
    simp [proj, conjTranspose_apply, Matrix.sum_apply, vecMulVec_apply, mul_comm]
  · have h : ∀ a b c d : n → ℂ,
        vecMulVec a b * vecMulVec c d = (b ⬝ᵥ c) • vecMulVec a d := by
      intro a b c d
      ext i j
      simp only [Matrix.mul_apply, vecMulVec_apply, Matrix.smul_apply, dotProduct,
        smul_eq_mul, Finset.sum_mul]
      exact Finset.sum_congr rfl fun x _ => by ring
    unfold proj
    rw [Finset.sum_mul_sum]
    refine Finset.sum_congr rfl fun k hk => ?_
    simp only [h, hv']
    simp [hk]
  · have h : ∀ k, trace (vecMulVec (v k) (star (v k))) = 1 := by
      intro k
      rw [trace_vecMulVec, dotProduct_comm, hv']
      simp
    simp only [proj, trace_sum, h]
    simp
```

## The mixture formula for occupied and empty sites

Under `hp` (occupations in \([0,1]\)) and `hv` (orthonormality), the main theorem states that \(\pi\) is a probability distribution on mode sets, that each \(P_J\) is a Hermitian idempotent of trace \(|J|\), and that for every \(A\)
\[
\det K_A=\sum_J \pi(J)\det(P_J)_A .
\]
The last part is the restricted identity at \(M=0\), \(z=1\); `hp` serves only the first part and `hv` only the second. The average over random \(J\) is this finite sum, with the real weights cast to \(\mathbb{C}\). For empty \(A\) every determinant is \(1\) and the formula reads \(\sum_J\pi(J)=1\).

```lean
/-- For orthonormal orbitals and occupations in `[0, 1]`, the weights are a probability
distribution, each `P_J` is an orthogonal projection of trace `|J|`, and for every site set
`A` the minor `det K_A` is the average of the minors `det (P_J)_A`. -/
theorem det_kernel_eq_mixture (p : ι → ℝ) (v : ι → n → ℂ)
    (hp : ∀ k, 0 ≤ p k ∧ p k ≤ 1) (hv : IsOrthonormalFamily v) :
    ((∀ J, 0 ≤ weight p J) ∧ ∑ J, weight p J = 1) ∧
    (∀ J, (proj v J)ᴴ = proj v J ∧ proj v J * proj v J = proj v J ∧
      trace (proj v J) = J.card) ∧
    ∀ A : Finset n, det (restrict (kernel p v) A) =
      ∑ J, (weight p J : ℂ) * det (restrict (proj v J) A) := by
  refine ⟨weight_isProbability p hp, proj_isProjection v hv, fun A => ?_⟩
  simpa only [zero_add, one_smul] using det_shifted_kernel p v A 0 1
```

The choice \(M=1\), \(z=-1\) gives \(\det(1-K_A)=\sum_J\pi(J)\det(1-(P_J)_A)\), with no hypothesis on \(p\) or \(v\). In the free-fermion reading the left side is the probability that \(A\) is empty.

```lean
omit [Fintype n] in
/-- For every site set `A`, `det (1 - K_A)` is the weighted sum of `det (1 - (P_J)_A)`. -/
theorem det_one_sub_kernel (p : ι → ℝ) (v : ι → n → ℂ) (A : Finset n) :
    det (1 - restrict (kernel p v) A) =
      ∑ J, (weight p J : ℂ) * det (1 - restrict (proj v J) A) := by
  simpa only [neg_smul, one_smul, ← sub_eq_add_neg] using det_shifted_kernel p v A 1 (-1)
```

On two sites, the unit vectors \(v_0=(3/5,4/5)\) and \(v_1=(-4/5,3/5)\) satisfy `IsOrthonormalFamily`; `fin_cases` reduces this to the four inner products.

```lean
/-- The orbitals `(3/5, 4/5)` and `(-4/5, 3/5)` on two sites are orthonormal. -/
theorem orthonormal_witness :
    IsOrthonormalFamily (![![3 / 5, 4 / 5], ![-4 / 5, 3 / 5]] : Fin 2 → Fin 2 → ℂ) := by
  intro k l
  fin_cases k <;> fin_cases l <;>
    simp [dotProduct, Fin.sum_univ_succ, map_ofNat] <;> norm_num

end

end ProjectionMixture
```

```lean
#print axioms ProjectionMixture.det_kernel_eq_mixture
#print axioms ProjectionMixture.det_one_sub_kernel
```

```
'ProjectionMixture.det_kernel_eq_mixture' depends on axioms: [propext, Classical.choice, Quot.sound]
'ProjectionMixture.det_one_sub_kernel' depends on axioms: [propext, Classical.choice, Quot.sound]
```
